# Omitting small-small repulsion leaves a $-s_A s_B/R$ tail between neutral point-charge atoms

Put all the charge of atom $A$ at one point: a nucleus of charge $Z_A$, large-component electron charge $-(Z_A-s_A)$ and small-component electron charge $-s_A$. Build atom $B$ in the same way at distance $R$. Both atoms are neutral, so their Coulomb interaction is exactly zero. One of its terms is the small-small repulsion $+s_A s_B/R$ (atomic units). Omit that term, and the rest adds up to $-s_A s_B/R$.

## The tail for extended atoms

Now let each atom be a finite set of point charges at arbitrary positions, with $B$ displaced by $R\mathbf u$, where $\|\mathbf u\|=1$. Let $E(R)$ be the full interatomic Coulomb energy and $E'(R)$ the same energy without small-small repulsion. If $A$ is neutral and the small-component charges total $-s_A$ and $-s_B$, then as $R\to\infty$

$$R\,E(R)\to 0,\qquad R\,E'(R)\to -s_A s_B .$$

Atom $B$ may be an ion. If $s_A,s_B>0$, then $E'(R)<0$ at all sufficiently large $R$. Adding $c/R$ to $E'$ removes the tail exactly when $c=s_A s_B$.

## Dissociation curves without (SS|SS) integrals

In a four-component (Dirac) calculation each orbital has large and small components, and the (SS|SS) integrals are the two-electron repulsion integrals over small-component functions only. A code that skips the interatomic ones and adds $s_A s_B/R$ for each pair of atoms relies on this cancellation, which is established here for frozen, finite sets of point charges. Here $s_A$ stands for the small-component part of the electron density of $A$, integrated over the atom.

## From one pair of charges to two atoms

For a fixed offset $\mathbf d$ and $R>0$, take $R$ out of the distance:

$$\frac{R}{\|\mathbf d+R\mathbf u\|}=\frac{1}{\|\mathbf d/R+\mathbf u\|}\to\frac1{\|\mathbf u\|}=1 .$$

Let cloud $C$ have charges $q_i$ at $\mathbf x_i$ and total $Q_C$, and cloud $D$ charges $q'_j$ at $\mathbf y_j$ and total $Q_D$. With $\mathbf d_{ij}=\mathbf y_j-\mathbf x_i$,

$$R\sum_{i,j}\frac{q_i q'_j}{\|\mathbf d_{ij}+R\mathbf u\|}\to\sum_{i,j}q_i q'_j=Q_C Q_D .$$

Each atom has three clouds, labelled by kind $k$ or $l$: nucleus, large, small. Summing over both labels gives

$$R\,E(R)\to\sum_{k,l}Q_{A,k}Q_{B,l}=N_A N_B ,$$

where $N_A$ and $N_B$ are the net charges. Since $E'$ is $E$ minus the small-small term,

$$R\,E'(R)\to N_A N_B-(-s_A)(-s_B)=N_A N_B-s_A s_B .$$

Setting $N_A=0$ gives both limits. A negative limit of $R\,E'$ forces $E'<0$ at large $R$. Finally, $R(E'+c/R)=R\,E'+c\to c-s_A s_B$, which vanishes only for $c=s_A s_B$.

The same subtraction, done by hand for the large-small repulsion instead, gives a tail coefficient $-(\ell_A s_B+s_A\ell_B)$ when $A$ is neutral and the large-component charges total $-\ell_A$ and $-\ell_B$.

## The Lean file

```lean
import Mathlib

open Filter Topology

namespace SmallSmallTail

/-- The three kinds of charge in an atom: nuclei, large-component electron charge and
small-component electron charge. -/
inductive Kind
  | nucleus
  | large
  | small
  deriving DecidableEq

/-- There are finitely many kinds of charge: nuclear, large-component and
small-component. -/
instance : Fintype Kind where
  elems := {Kind.nucleus, Kind.large, Kind.small}
  complete := by
    intro k
    cases k <;> simp

noncomputable section

/-- Three-dimensional Euclidean space. -/
abbrev Space := EuclideanSpace ℝ (Fin 3)

/-- A finite set of point charges with their positions. -/
structure Cloud where
  /-- The number of point charges. -/
  n : ℕ
  /-- The value of each charge. -/
  charge : Fin n → ℝ
  /-- The position of each charge. -/
  pos : Fin n → Space

/-- The total charge of a cloud. -/
def Cloud.total (C : Cloud) : ℝ := ∑ i, C.charge i

/-- An atom consists of one cloud of point charges for each kind of charge. -/
abbrev Atom := Kind → Cloud

/-- The net charge of an atom, summed over nuclei, large and small components. -/
def netCharge (A : Atom) : ℝ := ∑ k, (A k).total

/-- The Coulomb energy, in atomic units, between cloud `C` and cloud `D` displaced by `v`. A pair of
coincident charges contributes zero, since Lean sets division by zero to zero. -/
def coulomb (C D : Cloud) (v : Space) : ℝ :=
  ∑ i, ∑ j, C.charge i * D.charge j / ‖D.pos j + v - C.pos i‖

/-- The full Coulomb interaction of atom `A` with atom `B` displaced by `v`. -/
def interaction (A B : Atom) (v : Space) : ℝ :=
  ∑ k, ∑ l, coulomb (A k) (B l) v

/-- The interaction of two atoms when the repulsion between their small-component
charges is omitted. -/
def interactionNoSS (A B : Atom) (v : Space) : ℝ :=
  ∑ k, ∑ l, if k = Kind.small ∧ l = Kind.small then 0 else coulomb (A k) (B l) v

/-- A sum over the kinds of charge has three terms. -/
theorem sum_kind (f : Kind → ℝ) :
    ∑ k, f k = f Kind.nucleus + f Kind.large + f Kind.small := by
  have h : (Finset.univ : Finset Kind) = {Kind.nucleus, Kind.large, Kind.small} := rfl
  rw [h, Finset.sum_insert (by decide), Finset.sum_insert (by decide),
    Finset.sum_singleton]
  ring

/-- For a displacement `R` along a unit vector, the ratio of `R` to the distance between two charges
with a fixed initial offset `d` tends to 1 as `R` grows. -/
theorem tendsto_distance_ratio {u : Space} (hu : ‖u‖ = 1) (d : Space) :
    Tendsto (fun R : ℝ => R / ‖d + R • u‖) atTop (𝓝 1) := by
  have h : Tendsto (fun R : ℝ => ‖R⁻¹ • d + u‖⁻¹) atTop (𝓝 1) := by
    have h1 : Tendsto (fun R : ℝ => R⁻¹ • d + u) atTop (𝓝 ((0 : ℝ) • d + u)) :=
      (tendsto_inv_atTop_zero.smul_const d).add_const u
    rw [zero_smul, zero_add] at h1
    have h2 := h1.norm.inv₀ (by rw [hu]; exact one_ne_zero)
    rwa [hu, inv_one] at h2
  refine h.congr' ?_
  filter_upwards [eventually_gt_atTop (0 : ℝ)] with R hR
  -- take the factor `R` out of the distance
  have e : d + R • u = R • (R⁻¹ • d + u) := by
    rw [smul_add, smul_inv_smul₀ hR.ne']
  rw [e, norm_smul, Real.norm_of_nonneg hR.le, ← div_div, div_self hR.ne', one_div]

/-- Along a unit vector, `R` times the Coulomb energy of two clouds tends to the product
of their total charges. -/
theorem tendsto_coulomb (C D : Cloud) {u : Space} (hu : ‖u‖ = 1) :
    Tendsto (fun R : ℝ => R * coulomb C D (R • u)) atTop (𝓝 (C.total * D.total)) := by
  have h : Tendsto (fun R : ℝ => ∑ i, ∑ j, C.charge i * D.charge j *
      (R / ‖(D.pos j - C.pos i) + R • u‖)) atTop
      (𝓝 (∑ i, ∑ j, C.charge i * D.charge j * 1)) :=
    tendsto_finsetSum _ fun i _ => tendsto_finsetSum _ fun j _ =>
      (tendsto_distance_ratio hu _).const_mul _
  have e : C.total * D.total = ∑ i, ∑ j, C.charge i * D.charge j * 1 := by
    simp only [Cloud.total, Finset.sum_mul_sum, mul_one]
  rw [e]
  refine h.congr fun R => ?_
  simp only [coulomb, Finset.mul_sum]
  refine Finset.sum_congr rfl fun i _ => Finset.sum_congr rfl fun j _ => ?_
  rw [show D.pos j + R • u - C.pos i = D.pos j - C.pos i + R • u by abel]
  ring

/-- Along a unit vector, `R` times the full interaction of two atoms or ions tends to the
product of their net charges. -/
theorem tendsto_interaction (A B : Atom) {u : Space} (hu : ‖u‖ = 1) :
    Tendsto (fun R : ℝ => R * interaction A B (R • u)) atTop
      (𝓝 (netCharge A * netCharge B)) := by
  have h : Tendsto (fun R : ℝ => ∑ k, ∑ l, R * coulomb (A k) (B l) (R • u)) atTop
      (𝓝 (∑ k, ∑ l, (A k).total * (B l).total)) :=
    tendsto_finsetSum _ fun k _ => tendsto_finsetSum _ fun l _ =>
      tendsto_coulomb (A k) (B l) hu
  have e : netCharge A * netCharge B = ∑ k, ∑ l, (A k).total * (B l).total := by
    simp only [netCharge, Finset.sum_mul_sum]
  rw [e]
  refine h.congr fun R => ?_
  simp only [interaction, Finset.mul_sum]

/-- Omitting the small-small repulsion subtracts exactly the Coulomb energy between the
two small-component clouds. -/
theorem interactionNoSS_eq (A B : Atom) (v : Space) :
    interactionNoSS A B v =
      interaction A B v - coulomb (A Kind.small) (B Kind.small) v := by
  simp only [interactionNoSS, interaction, sum_kind, reduceCtorEq, and_false, false_and,
    and_self, ↓reduceIte]
  ring

/-- For atoms or ions displaced along a unit vector, `R` times the interaction without
small-small repulsion tends to the product of the net charges minus the product of the
total small-component charges. -/
theorem tendsto_interactionNoSS (A B : Atom) {u : Space} (hu : ‖u‖ = 1) :
    Tendsto (fun R : ℝ => R * interactionNoSS A B (R • u)) atTop
      (𝓝 (netCharge A * netCharge B
        - (A Kind.small).total * (B Kind.small).total)) := by
  refine ((tendsto_interaction A B hu).sub
    (tendsto_coulomb (A Kind.small) (B Kind.small) hu)).congr fun R => ?_
  rw [interactionNoSS_eq, mul_sub]

/-- Let atom `A` be neutral and let the small-component charges of `A` and `B` total `-sA`
and `-sB`. Along a unit vector, `R` times the full interaction tends to zero, but `R` times
the interaction without small-small repulsion tends to `-sA sB`. -/
theorem spurious_tail (A B : Atom) {u : Space} (hu : ‖u‖ = 1) {sA sB : ℝ}
    (hA : netCharge A = 0) (hsA : (A Kind.small).total = -sA)
    (hsB : (B Kind.small).total = -sB) :
    Tendsto (fun R : ℝ => R * interaction A B (R • u)) atTop (𝓝 0) ∧
    Tendsto (fun R : ℝ => R * interactionNoSS A B (R • u)) atTop (𝓝 (-(sA * sB))) := by
  have h1 := tendsto_interaction A B hu
  have h2 := tendsto_interactionNoSS A B hu
  rw [hA, zero_mul] at h1
  rw [hA, hsA, hsB, zero_mul, neg_mul_neg, zero_sub] at h2
  exact ⟨h1, h2⟩

/-- If atom `A` is neutral and the small-component charges total `-sA` and `-sB` with `sA`
and `sB` positive, the interaction without small-small repulsion is negative at all
sufficiently large separations along a unit vector. -/
theorem spurious_tail_attractive (A B : Atom) {u : Space} (hu : ‖u‖ = 1) {sA sB : ℝ}
    (hA : netCharge A = 0) (hsA : (A Kind.small).total = -sA)
    (hsB : (B Kind.small).total = -sB) (pA : 0 < sA) (pB : 0 < sB) :
    ∀ᶠ R : ℝ in atTop, interactionNoSS A B (R • u) < 0 := by
  have hneg : -(sA * sB) < 0 := neg_lt_zero.mpr (mul_pos pA pB)
  have h := (spurious_tail A B hu hA hsA hsB).2.eventually_lt_const hneg
  filter_upwards [h, eventually_gt_atTop (0 : ℝ)] with R h1 h2
  by_contra hn
  exact absurd (mul_nonneg h2.le (not_lt.mp hn)) (not_le_of_gt h1)

/-- Let atom `A` be neutral and let the small-component charges total `-sA` and `-sB`.
Along a unit vector, adding `c / R` to the interaction without small-small repulsion
removes its `1 / R` tail if and only if `c = sA sB`. -/
theorem tail_correction_iff (A B : Atom) {u : Space} (hu : ‖u‖ = 1) {sA sB : ℝ}
    (hA : netCharge A = 0) (hsA : (A Kind.small).total = -sA)
    (hsB : (B Kind.small).total = -sB) (c : ℝ) :
    Tendsto (fun R : ℝ => R * (interactionNoSS A B (R • u) + c / R)) atTop (𝓝 0) ↔
      c = sA * sB := by
  have h : Tendsto (fun R : ℝ => R * (interactionNoSS A B (R • u) + c / R)) atTop
      (𝓝 (-(sA * sB) + c)) := by
    refine ((spurious_tail A B hu hA hsA hsB).2.add_const c).congr' ?_
    filter_upwards [eventually_gt_atTop (0 : ℝ)] with R hR
    have hR' : R ≠ 0 := hR.ne'
    field_simp
  constructor
  · intro h0
    -- a function has at most one limit
    have e := tendsto_nhds_unique h h0
    linarith
  · intro hc
    have e : -(sA * sB) + c = 0 := by linarith
    rwa [e] at h

end

end SmallSmallTail
```

```lean
#print axioms SmallSmallTail.spurious_tail_attractive
#print axioms SmallSmallTail.tail_correction_iff
```

```
'SmallSmallTail.spurious_tail_attractive' depends on axioms: [propext, Classical.choice, Quot.sound]
'SmallSmallTail.tail_correction_iff' depends on axioms: [propext, Classical.choice, Quot.sound]
```

## Frozen charges, one neutral atom, no error bound

A `Cloud` is a finite list of real charges with positions in `Space`, and an `Atom` assigns a cloud to each `Kind`. `interaction` is $E$ and `interactionNoSS` is $E'$, both at displacement `R • u`. `Tendsto … atTop (𝓝 x)` says that the quantity tends to $x$ as $R\to\infty$. The main theorem, `spurious_tail`, assumes a unit vector (`hu`), neutrality of $A$ (`hA`) and the two small-component totals (`hsA`, `hsB`). Lean assigns zero to a pair of coincident charges, which happens at no more than one $R$ per pair and leaves the limits unchanged.

The proof follows the derivation:

- `tendsto_distance_ratio` takes out the factor $R$.
- `tendsto_coulomb` and `tendsto_interaction` pass the limit through finite sums with `tendsto_finsetSum`, and `Finset.sum_mul_sum` factorises the result.
- `interactionNoSS_eq` expands the sums over kinds and isolates the small-small term; `tendsto_interactionNoSS` subtracts its limit.
- `spurious_tail_attractive` turns the negative limit into a negative energy.
- `tail_correction_iff` uses uniqueness of limits to fix $c$.

The charges do not respond to the other atom as $R$ changes. Continuous densities, exchange and the small-small energy within each atom are absent from the model. The limits fix the coefficient of $1/R$, but they give no error at a particular separation and no distance beyond which the tail dominates.
